# With a zero-energy band state, the zero-temperature antiferromagnetic gap equation of a finite lattice has exactly one positive solution for every U > 0

Put one electron per site on a bipartite lattice and let two electrons on the same site repel each other with energy $U$. The electrons can lower their repulsion by ordering, with mostly spin up on one sublattice and mostly spin down on the other, but the order costs kinetic energy. If the order is equally strong on every site, one number $D$ measures it in mean-field theory, and a self-consistency condition fixes $D$. Does that condition have a solution at weak repulsion, and can it have several? Take zero temperature and a finite lattice where electrons hop only between the two sublattices. If the band has a state exactly at its middle, which is the zero of energy here, there is exactly one positive solution for every $U>0$.

## From staggered spins to the gap equation

Let the lattice be periodic with one site per primitive cell. It then has as many crystal momenta $k$ as sites, $M$ of each, with band energies $e_k$ measured from the middle of the band. Let $\eta_i=\pm1$ mark the sublattice of site $i$, and let $\sigma=\pm1$ be the spin. The staggered magnetisation $m$ enters through

$$\langle n_{i\sigma}\rangle=\tfrac12+\tfrac12\,\sigma\eta_i m .$$

In mean field, an electron of spin $\sigma$ feels the potential $U\langle n_{i,-\sigma}\rangle=U/2-\sigma\eta_i D$, where $D=Um/2$. The staggered part couples $k$ to $k+Q$, where $Q$ is the ordering vector, and $e_{k+Q}=-e_k$ because electrons hop only between the sublattices. Each pair therefore has the matrix

$$\begin{pmatrix} e_k & -\sigma D\\ -\sigma D & -e_k\end{pmatrix},$$

whose eigenvalues are $\pm E_k$ with $E_k=\sqrt{e_k^2+D^2}$. The spectrum has a gap of at least $2D$, and $D$ is called the gap parameter.

At half filling and zero temperature the lower level of every pair is occupied. For each spin it contributes $D/E_k$ to $Mm$, the staggered magnetisation summed over the sites. There are $M/2$ pairs and two spins, so $m=\frac1M\sum_k D/E_k$. Inserting $m=2D/U$ and dividing by $D>0$ gives the gap equation

$$\frac1M\sum_k\frac1{\sqrt{e_k^2+D^2}}=\frac2U .$$

The same decoupling gives an energy per site of $U/4+D^2/U-\frac1M\sum_k E_k$.

## One solution, with bounds on both sides

Suppose that $|e_k|\le W$ for all $k$, that some $e_k$ is zero, and that $U>0$. Then the gap equation has exactly one solution $D>0$, and

$$D\le \frac U2\le\sqrt{W^2+D^2}.$$

The zero-energy states lie at the Fermi level of the non-interacting half-filled band. Mixing a pair of them into a staggered spin pattern costs no kinetic energy, whereas a pair with $e_k\ne0$ pays $|e_k|-e_k^2/E_k>0$ for each spin. A ring of four sites with nearest-neighbour hopping $t$ has energies $-2t,0,0,2t$ and meets the condition. A ring of six sites has no zero-energy state. If no $e_k$ is zero, the left side of the gap equation stays below the average of $1/|e_k|$, and a weak enough repulsion gives no positive solution.

In Lean, the finite type `ι` labels the momenta and `e : ι → ℝ` gives the band energies. `gapAverage e D` is the left side of the gap equation, already divided by the number of states. `IsGap e U D` says that $D$ is positive and solves the equation. The theorem `existsUnique_gap` takes the band bound `hW`, the zero-energy state `hzero` and the positive repulsion `hU`. Its conclusion has two parts: `∃! D, IsGap e U D`, and the two-sided bound for every such `D`.

The file starts from the gap equation and does not derive it from the Hubbard Hamiltonian. The pairing $e_{k+Q}=-e_k$ is not assumed either, so the theorem holds for any finite list of energies that meets the hypotheses. Temperature, doping, fluctuations beyond mean field and the limit of an infinite lattice are not treated.

## The average falls and crosses 2/U once

Write $g(D)$ for the average in the gap equation. If $0<D<D'$, then $e_k^2+D^2<e_k^2+D'^2$ for every $k$, so every term of $g$ is smaller at $D'$. Hence $g$ is strictly decreasing and takes the value $2/U$ at most once.

From $0\le e_k^2\le W^2$ we get $D\le E_k\le\sqrt{W^2+D^2}$, and averaging the reciprocals gives

$$\frac1{\sqrt{W^2+D^2}}\le g(D)\le\frac1D .$$

At a solution $g(D)=2/U$, and taking reciprocals gives the two-sided bound.

For existence, let $z$ be the fraction of states with $e_k=0$. Each of them contributes $1/D$ to the sum and the other terms are positive, so $g(D)\ge z/D$. Here $0<z\le1$. At the two ends of the interval from $zU/2$ to $U/2$,

$$g\!\left(\frac{zU}2\right)\ge\frac2U,\qquad g\!\left(\frac U2\right)\le\frac2U .$$

Since $g$ is continuous for $D>0$, it equals $2/U$ somewhere on this interval. If all states have zero energy, then $z=1$, the interval is a single point and $D=U/2$.

## Weak coupling, strong coupling and the energy

The inequality $z/D\le g(D)=2/U$ gives $D\ge zU/2$. On a fixed finite lattice the gap parameter therefore lies between two multiples of $U$, however small $U$ is. For the band $-2t(\cos k_x+\cos k_y)$ on an $L\times L$ lattice with periodic boundaries and $L$ even, $z=(2L-2)/L^2$, so this lower bound fades as the lattice grows.

For strong coupling, square $U/2\le\sqrt{W^2+D^2}$ to get

$$\left(\frac U2-D\right)\left(\frac U2+D\right)\le W^2 .$$

The first factor is not negative and the second is at least $U/2$, so $U/2-D\le 2W^2/U$. In terms of the magnetisation, $1-m\le4W^2/U^2$.

The solution also minimises $F(x)=x^2/U-\frac1M\sum_k\sqrt{e_k^2+x^2}$, which is the energy per site given above with $x$ in place of $D$ and without the constant $U/4$. For $s>0$ and any real $t$ (here just a number, not the hopping),

$$s+\frac{t^2-s^2}{2s}-t=\frac{(s-t)^2}{2s}\ge0 .$$

Put $s=\sqrt{e_k^2+D^2}$ and $t=\sqrt{e_k^2+x^2}$, so that $t^2-s^2=x^2-D^2$. Averaging over $k$ and using the gap equation,

$$\frac1M\sum_k\sqrt{e_k^2+x^2}\le\frac1M\sum_k\sqrt{e_k^2+D^2}+\frac{x^2-D^2}{2}\cdot\frac2U .$$

Rearranged, this is $F(D)\le F(x)$. The case $x=0$ compares the ordered state with the unpolarised one. At other values of $x$ that are not self-consistent, $F(x)+U/4$ need not be the Hubbard energy per site of the corresponding Slater determinant.

For a mean-field calculation with this single order parameter, at half filling and zero temperature on a finite lattice with a zero-energy state, the interval $[zU/2,U/2]$ is a safe starting bracket for bisection, and a converged $D$ can be checked against the bounds.

## The complete Lean file

```lean
import Mathlib

open Finset

namespace AntiferromagneticGapZeroMode

noncomputable section

variable {ι : Type*} [Fintype ι]

/-- The average of `1/√(e_k² + D²)` over the band energies, for a nonempty set of states
and `D ≠ 0`. -/
def gapAverage (e : ι → ℝ) (D : ℝ) : ℝ :=
  (∑ k, 1 / √(e k ^ 2 + D ^ 2)) / (Fintype.card ι : ℝ)

/-- `D` is a positive solution of the antiferromagnetic gap equation at repulsion `U ≠ 0`. -/
def IsGap (e : ι → ℝ) (U D : ℝ) : Prop :=
  0 < D ∧ gapAverage e D = 2 / U

/-- The fraction of band states with exactly zero energy, for a nonempty set of states. -/
def zeroFraction (e : ι → ℝ) : ℝ :=
  ((univ.filter (fun k => e k = 0)).card : ℝ) / (Fintype.card ι : ℝ)

/-- The mean-field energy per band state, without the constant `U/4`, as a function of the gap
parameter `D`: the cost `D²/U` minus the average quasiparticle energy, for `U ≠ 0` and a nonempty
set of states. -/
def meanFieldEnergy (e : ι → ℝ) (U D : ℝ) : ℝ :=
  D ^ 2 / U - (∑ k, √(e k ^ 2 + D ^ 2)) / (Fintype.card ι : ℝ)

/-- For a nonempty set of states and positive gap parameters, the average in the gap equation
strictly decreases as the gap parameter grows. -/
theorem gapAverage_strictAnti [Nonempty ι] (e : ι → ℝ) {D D' : ℝ} (hD : 0 < D)
    (h : D < D') : gapAverage e D' < gapAverage e D := by
  have hM : (0 : ℝ) < Fintype.card ι := by exact_mod_cast Fintype.card_pos
  unfold gapAverage
  refine div_lt_div_of_pos_right ?_ hM
  refine Finset.sum_lt_sum_of_nonempty Finset.univ_nonempty fun k _ => ?_
  have hs : 0 < √(e k ^ 2 + D ^ 2) := by positivity
  exact one_div_lt_one_div_of_lt hs (Real.sqrt_lt_sqrt (by positivity) (by nlinarith))

/-- For a nonempty set of states, if all band energies lie within `[-W, W]` and `D > 0`, the average
in the gap equation lies between `1/√(W² + D²)` and `1/D`. -/
theorem gapAverage_bounds [Nonempty ι] {e : ι → ℝ} {W D : ℝ} (hW : ∀ k, |e k| ≤ W)
    (hD : 0 < D) :
    1 / √(W ^ 2 + D ^ 2) ≤ gapAverage e D ∧ gapAverage e D ≤ 1 / D := by
  have hM : (0 : ℝ) < Fintype.card ι := by exact_mod_cast Fintype.card_pos
  unfold gapAverage
  constructor
  · rw [le_div_iff₀ hM]
    calc 1 / √(W ^ 2 + D ^ 2) * (Fintype.card ι : ℝ)
        = ∑ _k : ι, 1 / √(W ^ 2 + D ^ 2) := by
          rw [Finset.sum_const, Finset.card_univ, nsmul_eq_mul, mul_comm]
      _ ≤ _ := Finset.sum_le_sum fun k _ => by
          have hs : 0 < √(e k ^ 2 + D ^ 2) := by positivity
          have hk : e k ^ 2 ≤ W ^ 2 := sq_le_sq' (abs_le.1 (hW k)).1 (abs_le.1 (hW k)).2
          exact one_div_le_one_div_of_le hs (Real.sqrt_le_sqrt (by linarith))
  · rw [div_le_iff₀ hM]
    calc ∑ k, 1 / √(e k ^ 2 + D ^ 2) ≤ ∑ _k : ι, 1 / D :=
          Finset.sum_le_sum fun k _ => one_div_le_one_div_of_le hD
            ((Real.le_sqrt' hD).2 (by nlinarith [sq_nonneg (e k)]))
      _ = 1 / D * (Fintype.card ι : ℝ) := by
          rw [Finset.sum_const, Finset.card_univ, nsmul_eq_mul, mul_comm]

/-- For `D > 0` the zero-energy states alone contribute their fraction divided by `D` to the
average in the gap equation, and the other states can only add to it. -/
theorem zeroFraction_div_le (e : ι → ℝ) {D : ℝ} (hD : 0 < D) :
    zeroFraction e / D ≤ gapAverage e D := by
  have h0 : ∑ k ∈ univ.filter (fun k => e k = 0), 1 / √(e k ^ 2 + D ^ 2)
      = ((univ.filter (fun k => e k = 0)).card : ℝ) / D := by
    have h1 : ∑ k ∈ univ.filter (fun k => e k = 0), 1 / √(e k ^ 2 + D ^ 2)
        = ∑ _k ∈ univ.filter (fun k => e k = 0), 1 / D :=
      Finset.sum_congr rfl fun k hk => by
        rw [(Finset.mem_filter.1 hk).2, zero_pow two_ne_zero, zero_add, Real.sqrt_sq hD.le]
    rw [h1, Finset.sum_const, nsmul_eq_mul, mul_one_div]
  have key : ((univ.filter (fun k => e k = 0)).card : ℝ) / D
      ≤ ∑ k, 1 / √(e k ^ 2 + D ^ 2) := by
    rw [← h0]
    exact Finset.sum_le_sum_of_subset_of_nonneg (Finset.filter_subset _ _)
      (fun k _ _ => by positivity)
  unfold zeroFraction gapAverage
  rw [div_right_comm]
  exact div_le_div_of_nonneg_right key (Nat.cast_nonneg _)

/-- For `U > 0` and band energies within `[-W, W]`, every positive solution `D` of the gap
equation satisfies `D ≤ U/2 ≤ √(W² + D²)`. -/
theorem gap_two_sided [Nonempty ι] {e : ι → ℝ} {W U D : ℝ} (hW : ∀ k, |e k| ≤ W)
    (hU : 0 < U) (h : IsGap e U D) : D ≤ U / 2 ∧ U / 2 ≤ √(W ^ 2 + D ^ 2) := by
  obtain ⟨hD, hg⟩ := h
  obtain ⟨h1, h2⟩ := gapAverage_bounds hW hD
  have hs : 0 < √(W ^ 2 + D ^ 2) := by positivity
  rw [hg, div_le_div_iff₀ hs hU] at h1
  rw [hg, div_le_div_iff₀ hU hD] at h2
  constructor <;> linarith

/-- If finitely many band energies lie within `[-W, W]` and at least one is zero, then for
every `U > 0` the gap equation has exactly one positive solution `D`, and
`D ≤ U/2 ≤ √(W² + D²)`. -/
theorem existsUnique_gap {e : ι → ℝ} {W U : ℝ} (hW : ∀ k, |e k| ≤ W)
    (hzero : ∃ k, e k = 0) (hU : 0 < U) :
    (∃! D, IsGap e U D) ∧
      ∀ D, IsGap e U D → D ≤ U / 2 ∧ U / 2 ≤ √(W ^ 2 + D ^ 2) := by
  obtain ⟨k₀, hk₀⟩ := hzero
  have : Nonempty ι := ⟨k₀⟩
  refine ⟨?_, fun D h => gap_two_sided hW hU h⟩
  have hM : (0 : ℝ) < Fintype.card ι := by exact_mod_cast Fintype.card_pos
  have hz : 0 < zeroFraction e := by
    have hc : 0 < (univ.filter (fun k => e k = 0)).card :=
      Finset.card_pos.2 ⟨k₀, by simp [hk₀]⟩
    exact div_pos (by exact_mod_cast hc) hM
  have hz1 : zeroFraction e ≤ 1 := by
    have h := (zeroFraction_div_le e one_pos).trans (gapAverage_bounds hW one_pos).2
    simpa using h
  -- the average crosses 2/U between these two values of the gap parameter
  have hD₀ : 0 < zeroFraction e * U / 2 := by positivity
  have hle : zeroFraction e * U / 2 ≤ U / 2 := by nlinarith
  have hlow : 2 / U ≤ gapAverage e (zeroFraction e * U / 2) := by
    have h := zeroFraction_div_le e hD₀
    have h' : zeroFraction e / (zeroFraction e * U / 2) = 2 / U := by
      rw [div_eq_div_iff hD₀.ne' hU.ne']
      ring
    rwa [h'] at h
  have hhigh : gapAverage e (U / 2) ≤ 2 / U := by
    have h := (gapAverage_bounds hW (half_pos hU)).2
    rwa [one_div_div] at h
  -- continuity of the sum, one band state at a time
  have hsum : ∀ s : Finset ι, ContinuousOn (fun D : ℝ => ∑ k ∈ s, 1 / √(e k ^ 2 + D ^ 2))
      (Set.Icc (zeroFraction e * U / 2) (U / 2)) := by
    classical
    intro s
    induction s using Finset.induction_on with
    | empty =>
      simp only [Finset.sum_empty]
      exact continuousOn_const
    | insert a s ha ih =>
      simp only [Finset.sum_insert ha]
      refine ContinuousOn.add ?_ ih
      refine ContinuousOn.div continuousOn_const (by fun_prop) fun x hx => ?_
      have hx0 : 0 < x := lt_of_lt_of_le hD₀ hx.1
      positivity
  have hc : ContinuousOn (fun D : ℝ => (∑ k, 1 / √(e k ^ 2 + D ^ 2)) / (Fintype.card ι : ℝ))
      (Set.Icc (zeroFraction e * U / 2) (U / 2)) := (hsum univ).div_const _
  obtain ⟨D, hD, hg⟩ := intermediate_value_Icc' (f := gapAverage e) hle hc ⟨hhigh, hlow⟩
  have hDpos : 0 < D := lt_of_lt_of_le hD₀ hD.1
  refine ⟨D, ⟨hDpos, hg⟩, fun D' h' => ?_⟩
  -- strict monotonicity excludes a second solution
  rcases lt_trichotomy D' D with h | h | h
  · have := gapAverage_strictAnti e h'.1 h
    linarith [h'.2]
  · exact h
  · have := gapAverage_strictAnti e hDpos h
    linarith [h'.2]

/-- For `U > 0` a positive solution of the gap equation is at least `U/2` times the fraction
of zero-energy states. -/
theorem gap_ge_zeroFraction {e : ι → ℝ} {U D : ℝ} (hU : 0 < U) (h : IsGap e U D) :
    zeroFraction e * U / 2 ≤ D := by
  have h1 := zeroFraction_div_le e h.1
  rw [h.2, div_le_div_iff₀ h.1 hU] at h1
  linarith

/-- For `U > 0` and band energies within `[-W, W]`, a positive solution of the gap equation
falls short of `U/2` by at most `2W²/U`. -/
theorem gap_strong_coupling [Nonempty ι] {e : ι → ℝ} {W U D : ℝ} (hW : ∀ k, |e k| ≤ W)
    (hU : 0 < U) (h : IsGap e U D) : U / 2 - D ≤ 2 * W ^ 2 / U := by
  obtain ⟨h1, h2⟩ := gap_two_sided hW hU h
  have h3 := (Real.le_sqrt' (half_pos hU)).1 h2
  rw [le_div_iff₀ hU]
  nlinarith [mul_nonneg (sub_nonneg.2 h1) h.1.le]

/-- A positive solution of the gap equation minimises the mean-field energy over all real
values of the gap parameter. -/
theorem gap_minimises_energy {e : ι → ℝ} {U D : ℝ} (h : IsGap e U D) (x : ℝ) :
    meanFieldEnergy e U D ≤ meanFieldEnergy e U x := by
  obtain ⟨hD, hg⟩ := h
  -- the square root lies below its tangent
  have tangent : ∀ s t : ℝ, 0 < s → t ≤ s + (t ^ 2 - s ^ 2) / 2 * (1 / s) := by
    intro s t hs
    have h1 : s * (1 / s) = 1 := mul_one_div_cancel hs.ne'
    have h2 : s + (t ^ 2 - s ^ 2) / 2 * (1 / s) - t = (s - t) ^ 2 / 2 * (1 / s) := by
      linear_combination (t - s) * h1
    have h3 : 0 ≤ (s - t) ^ 2 / 2 * (1 / s) := by positivity
    linarith
  have hsum : ∑ k, √(e k ^ 2 + x ^ 2) ≤ ∑ k, √(e k ^ 2 + D ^ 2)
      + (x ^ 2 - D ^ 2) / 2 * ∑ k, 1 / √(e k ^ 2 + D ^ 2) := by
    rw [Finset.mul_sum, ← Finset.sum_add_distrib]
    refine Finset.sum_le_sum fun k _ => ?_
    have hk := tangent (√(e k ^ 2 + D ^ 2)) (√(e k ^ 2 + x ^ 2)) (by positivity)
    rw [Real.sq_sqrt (by positivity), Real.sq_sqrt (by positivity),
      add_sub_add_left_eq_sub] at hk
    exact hk
  have hdiv := div_le_div_of_nonneg_right hsum (Nat.cast_nonneg (α := ℝ) (Fintype.card ι))
  -- the gap equation turns the linear term into the change of D²/U
  have hlin : (∑ k, √(e k ^ 2 + D ^ 2)
      + (x ^ 2 - D ^ 2) / 2 * ∑ k, 1 / √(e k ^ 2 + D ^ 2)) / (Fintype.card ι : ℝ)
      = (∑ k, √(e k ^ 2 + D ^ 2)) / (Fintype.card ι : ℝ) + (x ^ 2 / U - D ^ 2 / U) := by
    unfold gapAverage at hg
    linear_combination (x ^ 2 - D ^ 2) / 2 * hg
  unfold meanFieldEnergy
  linarith

end

end AntiferromagneticGapZeroMode
```

```lean
#print axioms AntiferromagneticGapZeroMode.existsUnique_gap
-- 'AntiferromagneticGapZeroMode.existsUnique_gap' depends on axioms: [propext, Classical.choice, Quot.sound]
#print axioms AntiferromagneticGapZeroMode.gap_ge_zeroFraction
-- 'AntiferromagneticGapZeroMode.gap_ge_zeroFraction' depends on axioms: [propext, Classical.choice, Quot.sound]
#print axioms AntiferromagneticGapZeroMode.gap_strong_coupling
-- 'AntiferromagneticGapZeroMode.gap_strong_coupling' depends on axioms: [propext, Classical.choice, Quot.sound]
#print axioms AntiferromagneticGapZeroMode.gap_minimises_energy
-- 'AntiferromagneticGapZeroMode.gap_minimises_energy' depends on axioms: [propext, Classical.choice, Quot.sound]
```

## Where each estimate enters the proof

`gapAverage_strictAnti` compares the sums term by term. The strict inequality for the sums needs at least one state, which is the role of `Nonempty ι`. `gapAverage_bounds` replaces every term by the constant $1/\sqrt{W^2+D^2}$ or $1/D$ and adds up the constants. `gap_two_sided` inserts the gap equation into these bounds and clears the denominators.

`zeroFraction_div_le` is the inequality $z/D\le g(D)$. It first evaluates the sum over the states with `e k = 0`, where the square root is just $D$. It then enlarges the sum to all states, which adds only non-negative terms.

`existsUnique_gap` joins these parts. The zero-energy state shows that `ι` is nonempty and that `zeroFraction e` is positive. The bound $z\le1$ comes from comparing the two estimates of $g$ at $D=1$. The steps `hlow` and `hhigh` are the inequalities at the two ends of the interval. Continuity is proved by induction over finite sets of states, with the positive lower end keeping every denominator away from zero. Then `intermediate_value_Icc'`, the form of the intermediate value theorem suited to a function that is larger at the left end, supplies a solution. For uniqueness, a second solution would be smaller or larger than the first, and strict monotonicity excludes both.

`gap_ge_zeroFraction` and `gap_strong_coupling` are the estimates at weak and strong coupling. In the second, `nlinarith` receives the product $(U/2-D)D\ge0$, which together with the squared bound gives the result.

In `gap_minimises_energy`, the step `tangent` is the inequality between $s$ and $t$, `hsum` adds it over the states, and `hlin` uses the gap equation to turn the linear term into $x^2/U-D^2/U$. The theorem does not assume $U>0$: when there is at least one state the average is positive, so a solution already forces $U$ to be positive.
